# In the orbital \(z^m e^{-|z|^2/4}\), the density peaks at \(|z|^2 = 2m\) and the mean of \(|z|^2\) is \(2(m+1)\)

Take \(m = 0\), the Gaussian orbital \(e^{-|z|^2/4}\). Here \(z = x + iy\) is the electron's position in the plane, in units of the magnetic length, and \(r = |z|\). The density \(e^{-r^2/2}\) is largest at the origin. The mean of \(r^2\) weights it with the area element \(2\pi r\,dr\), and the substitution \(u = r^2/2\) gives

\[
\langle r^2\rangle = \frac{\int_0^\infty r^3 e^{-r^2/2}\,dr}{\int_0^\infty r\,e^{-r^2/2}\,dr}
= \frac{\int_0^\infty 2u\,e^{-u}\,du}{\int_0^\infty e^{-u}\,du} = 2 .
\]

The radial probability \(r e^{-r^2/2}\) peaks at yet another radius. Its square is \(v e^{-v}\) with \(v = r^2\), and since \(v \le e^{v-1}\), with equality only at \(v = 1\), the peak is at \(r^2 = 1\).

The three values 0, 1 and 2 become \(2m\), \(2m+1\) and \(2m+2\) for general \(m\), by the same two devices: a ratio of consecutive moments and one exponential inequality.

## The orbital and its density

```lean
import Mathlib

open MeasureTheory Set

namespace LowestLandauOrbitals

noncomputable section
```

This loads the mathematical library Mathlib and makes its names for integrals and sets available. The namespace is a prefix for the names that follow.

```lean
/-- The unnormalised lowest-level orbital `z^m exp(-|z|²/4)`, with lengths in units of the
magnetic length. -/
def orbital (m : ℕ) (z : ℂ) : ℂ := z ^ m * ((Real.exp (-‖z‖ ^ 2 / 4) : ℝ) : ℂ)
```

For a natural number \(m\) and a complex number \(z\), `orbital m z` is \(z^m e^{-|z|^2/4}\). Lean writes \(|z|\) as `‖z‖`, and the type marks `ℝ` and `ℂ` say that a real exponential is then treated as a complex number.

This is the form of a lowest-Landau-level state in the symmetric gauge, for one of the two directions of a uniform magnetic field perpendicular to the plane. If the field has strength \(B\), the magnetic length is \(\sqrt{\hbar/(eB)}\), where \(e\) is here the elementary charge. For the opposite direction \(z^m\) is replaced by \(\bar z^m\), which has the same density. The number \(m\) is the canonical angular momentum of \(z^m e^{-|z|^2/4}\) about the origin, in units of \(\hbar\); for \(\bar z^m e^{-|z|^2/4}\) it is \(-m\). The file takes this form as given and contains no Hamiltonian from which to derive it.

```lean
/-- The unnormalised probability density, the squared modulus of the orbital. -/
def density (m : ℕ) (z : ℂ) : ℝ := ‖orbital m z‖ ^ 2
```

The density is \(|\psi_m(z)|^2\), where \(\psi_m\) denotes the unnormalised orbital.

```lean
/-- The mean of `r²` in the orbital `m`, as a ratio of integrals over the plane. -/
def meanSquareRadius (m : ℕ) : ℝ :=
  (∫ z : ℂ, ‖z‖ ^ 2 * density m z) / (∫ z : ℂ, density m z)
```

The mean is a ratio of two integrals over the whole plane with respect to area, so the missing normalisation cancels:

\[
\langle r^2\rangle_m = \frac{\int |z|^2\,|\psi_m(z)|^2\,d^2z}{\int |\psi_m(z)|^2\,d^2z}.
\]

```lean
/-- The density depends only on the radius and equals `r^(2m) exp(-r²/2)`. -/
theorem density_eq (m : ℕ) (z : ℂ) :
    density m z = ‖z‖ ^ (2 * m) * Real.exp (-‖z‖ ^ 2 / 2) := by
  unfold density orbital
  rw [norm_mul, norm_pow, Complex.norm_real, Real.norm_of_nonneg (Real.exp_pos _).le,
    mul_pow, ← Real.exp_nat_mul, ← pow_mul, mul_comm m 2]
  congr 2
  push_cast
  ring
```

The first theorem puts the density in radial form:

\[
|\psi_m(z)|^2 = |z|^{2m}\left(e^{-|z|^2/4}\right)^2 = |z|^{2m} e^{-|z|^2/2}.
\]

In the proof, `unfold` replaces the names by their definitions, `rw` rewrites with known equations such as \(|ab| = |a||b|\), and `ring` finishes the algebra in the exponent.

## Gaussian moments

```lean
/-- The power `(1/2)^(-(n+1))` with real exponent is `2^(n+1)`. -/
lemma half_rpow (n : ℕ) : (1 / 2 : ℝ) ^ (-((n : ℝ) + 1)) = 2 ^ (n + 1) := by
  have c : (n : ℝ) + 1 = ((n + 1 : ℕ) : ℝ) := (Nat.cast_succ n).symm
  rw [Real.rpow_neg (by norm_num), c, Real.rpow_natCast, one_div, inv_pow, inv_inv]
```

Mathlib's Gamma-function integrals use real exponents. This lemma turns the factor they produce, \((1/2)^{-(n+1)}\), into the ordinary power \(2^{n+1}\).

```lean
/-- The radial integral of `r^(2m+1) exp(-r²/2)` over `r > 0` is `2^m m!`. -/
theorem radial_integral (m : ℕ) :
    ∫ r in Ioi (0 : ℝ), r ^ (2 * m + 1) * Real.exp (-r ^ 2 / 2)
      = 2 ^ m * (m.factorial : ℝ) := by
  have hm : (0 : ℝ) ≤ m := Nat.cast_nonneg m
  have h := integral_rpow_mul_exp_neg_mul_rpow (p := 2) (q := 2 * (m : ℝ) + 1) (b := 1 / 2)
    (by norm_num) (by linarith) (by norm_num)
  have e1 : -(2 * (m : ℝ) + 1 + 1) / 2 = -((m : ℝ) + 1) := by ring
  have e2 : (2 * (m : ℝ) + 1 + 1) / 2 = (m : ℝ) + 1 := by ring
  -- the Gamma function at `m + 1` is `m!`
  rw [e1, e2, half_rpow, Real.Gamma_nat_eq_factorial] at h
  calc _ = ∫ r in Ioi (0 : ℝ),
        r ^ (2 * (m : ℝ) + 1) * Real.exp (-(1 / 2) * r ^ (2 : ℝ)) := by
        refine setIntegral_congr_fun measurableSet_Ioi fun r _ => ?_
        have e : r ^ (2 * (m : ℝ) + 1) = r ^ (2 * m + 1) := by
          exact_mod_cast Real.rpow_natCast r (2 * m + 1)
        simp only [e, Real.rpow_two]
        congr 2
        ring
    _ = _ := by rw [h, pow_succ]; ring
```

`Ioi (0 : ℝ)` is the half-line \(r > 0\). By hand, put \(u = r^2/2\), so that \(du = r\,dr\) and \(r^{2m} = (2u)^m\):

\[
\int_0^\infty r^{2m+1} e^{-r^2/2}\,dr = 2^m \int_0^\infty u^m e^{-u}\,du = 2^m\, m! .
\]

The last integral is \(\Gamma(m+1)\), which equals \(m!\) by repeated integration by parts.

Lean starts from the general formula

\[
\int_0^\infty r^q e^{-b r^p}\,dr = \frac1p\, b^{-(q+1)/p}\,\Gamma\!\left(\frac{q+1}{p}\right)
\]

and sets \(p = 2\), \(q = 2m+1\), \(b = 1/2\). The right side is then \(\tfrac12\, 2^{m+1} m! = 2^m m!\). The `calc` block matches the two ways of writing the integrand.

```lean
/-- The integral of `|z|^(2n) exp(-|z|²/2)` over the plane is `2π 2^n n!`. -/
theorem planar_moment (n : ℕ) :
    ∫ z : ℂ, ‖z‖ ^ (2 * n) * Real.exp (-‖z‖ ^ 2 / 2)
      = 2 * Real.pi * (2 ^ n * (n.factorial : ℝ)) := by
  have hn : (0 : ℝ) ≤ n := Nat.cast_nonneg n
  have h := Complex.integral_rpow_mul_exp_neg_mul_rpow (p := 2) (q := 2 * (n : ℝ))
    (b := 1 / 2) (by norm_num) (by linarith) (by norm_num)
  have e1 : -(2 * (n : ℝ) + 2) / 2 = -((n : ℝ) + 1) := by ring
  have e2 : (2 * (n : ℝ) + 2) / 2 = (n : ℝ) + 1 := by ring
  rw [e1, e2, half_rpow, Real.Gamma_nat_eq_factorial] at h
  calc _ = ∫ z : ℂ, ‖z‖ ^ (2 * (n : ℝ)) * Real.exp (-(1 / 2) * ‖z‖ ^ (2 : ℝ)) := by
        refine integral_congr_ae (Filter.Eventually.of_forall fun z => ?_)
        have e : ‖z‖ ^ (2 * (n : ℝ)) = ‖z‖ ^ (2 * n) := by
          exact_mod_cast Real.rpow_natCast ‖z‖ (2 * n)
        simp only [e, Real.rpow_two]
        congr 2
        ring
    _ = _ := by rw [h, pow_succ]; ring
```

In polar coordinates the angle contributes \(2\pi\) and the area element contributes one factor \(r\):

\[
\int |z|^{2n} e^{-|z|^2/2}\,d^2z = 2\pi\int_0^\infty r^{2n+1}e^{-r^2/2}\,dr = 2\pi\, 2^n\, n! .
\]

Lean uses the planar version of the Gamma formula, in which the angular integral is already done. Lean assigns the value 0 to a divergent integral, so the positive value also shows that this one converges.

```lean
/-- The squared norm of the orbital `m` is `2π 2^m m!`. -/
theorem integral_density (m : ℕ) :
    ∫ z : ℂ, density m z = 2 * Real.pi * (2 ^ m * (m.factorial : ℝ)) := by
  simp only [density_eq]
  exact planar_moment m
```

With \(n = m\) the planar moment is the squared norm. The normalised orbital is therefore

\[
\frac{z^m e^{-|z|^2/4}}{\sqrt{2\pi\,2^m\,m!}} .
\]

```lean
/-- The mean of `r²` in the orbital `m` is `2(m+1)`. -/
theorem meanSquareRadius_eq (m : ℕ) : meanSquareRadius m = 2 * ((m : ℝ) + 1) := by
  -- the factor r² turns the density into the next planar moment
  have h : ∫ z : ℂ, ‖z‖ ^ 2 * density m z
      = 2 * Real.pi * (2 ^ (m + 1) * ((m + 1).factorial : ℝ)) := by
    rw [← planar_moment (m + 1)]
    refine integral_congr_ae (Filter.Eventually.of_forall fun z => ?_)
    simp only [density_eq]
    ring
  have hf : (m.factorial : ℝ) ≠ 0 := by exact_mod_cast m.factorial_ne_zero
  have hd : 2 * Real.pi * (2 ^ m * (m.factorial : ℝ)) ≠ 0 :=
    mul_ne_zero (mul_ne_zero two_ne_zero Real.pi_ne_zero)
      (mul_ne_zero (pow_ne_zero _ two_ne_zero) hf)
  rw [meanSquareRadius, h, integral_density, div_eq_iff hd, Nat.factorial_succ]
  push_cast
  ring
```

The factor \(|z|^2\) raises \(|z|^{2m}\) to \(|z|^{2(m+1)}\), so the numerator is the next planar moment:

\[
\langle r^2\rangle_m = \frac{2\pi\,2^{m+1}(m+1)!}{2\pi\,2^m\,m!} = 2(m+1).
\]

In the proof, `h` is the numerator and `hd` says that the denominator is not zero, which permits the division. The step `Nat.factorial_succ` is \((m+1)! = (m+1)\,m!\).

## One inequality for both maxima

```lean
/-- At any other radius `r`, the profile `r^k exp(-r²/2)` is strictly below its value at the
radius `s` with `s² = k`. -/
theorem profile_lt (k : ℕ) {r s : ℝ} (hr : 0 ≤ r) (hs : 0 ≤ s) (hk : s ^ 2 = k)
    (hne : r ≠ s) :
    r ^ k * Real.exp (-r ^ 2 / 2) < s ^ k * Real.exp (-s ^ 2 / 2) := by
  have hsq : r ^ 2 ≠ s ^ 2 := fun h => hne ((sq_eq_sq₀ hr hs).1 h)
  rcases Nat.eq_zero_or_pos k with h0 | hkpos
  · subst h0
    have hs0 : s ^ 2 = 0 := by rw [hk, Nat.cast_zero]
    rw [hs0] at hsq
    have hr2 : 0 < r ^ 2 := lt_of_le_of_ne (sq_nonneg r) hsq.symm
    rw [pow_zero, pow_zero, one_mul, one_mul]
    exact Real.exp_lt_exp.2 (by linarith)
  · have hs2 : 0 < s ^ 2 := by rw [hk]; exact_mod_cast hkpos
    -- u < exp(u - 1) for u = r²/s² different from one
    have hu : r ^ 2 / s ^ 2 - 1 ≠ 0 :=
      sub_ne_zero.2 fun h => hsq ((div_eq_one_iff_eq hs2.ne').1 h)
    have hlt : r ^ 2 / s ^ 2 < Real.exp (r ^ 2 / s ^ 2 - 1) := by
      have := Real.add_one_lt_exp hu
      linarith
    have hp := pow_lt_pow_left₀ hlt (by positivity) hkpos.ne'
    have he : (k : ℝ) * (r ^ 2 / s ^ 2 - 1) = r ^ 2 - s ^ 2 := by
      rw [← hk, mul_sub, mul_div_cancel₀ _ hs2.ne', mul_one]
    rw [← Real.exp_nat_mul, he, div_pow, div_lt_iff₀ (pow_pos hs2 k)] at hp
    -- compare the squares of the two profile values
    have e1 : ∀ t : ℝ, (t ^ k * Real.exp (-t ^ 2 / 2)) ^ 2
        = (t ^ 2) ^ k * Real.exp (-t ^ 2) := by
      intro t
      rw [mul_pow, ← Real.exp_nat_mul, ← pow_mul, ← pow_mul, mul_comm k 2]
      congr 2
      push_cast
      ring
    apply lt_of_pow_lt_pow_left₀ 2 (by positivity)
    rw [e1, e1]
    have e2 : Real.exp (-s ^ 2) = Real.exp (r ^ 2 - s ^ 2) * Real.exp (-r ^ 2) := by
      rw [← Real.exp_add]
      congr 1
      ring
    calc (r ^ 2) ^ k * Real.exp (-r ^ 2)
        < Real.exp (r ^ 2 - s ^ 2) * (s ^ 2) ^ k * Real.exp (-r ^ 2) :=
          mul_lt_mul_of_pos_right hp (Real.exp_pos _)
      _ = (s ^ 2) ^ k * Real.exp (-s ^ 2) := by rw [e2]; ring
```

Let \(r, s \ge 0\) with \(s^2 = k\) and \(r \ne s\). The theorem says that

\[
r^k e^{-r^2/2} < s^k e^{-s^2/2}.
\]

The names in brackets, such as `hr` and `hk`, label these assumptions so that the proof can refer to them.

If \(k = 0\), then \(s = 0\) and \(r > 0\), and the claim is \(e^{-r^2/2} < 1\).

If \(k > 0\), set \(u = r^2/s^2\), which differs from 1. The inequality \(1 + x < e^x\) for \(x \ne 0\), taken at \(x = u - 1\), gives \(u < e^{u-1}\). Raise this to the power \(k\) and use \(k = s^2\):

\[
\frac{(r^2)^k}{(s^2)^k} < e^{k(u-1)} = e^{r^2 - s^2}.
\]

Multiplying by \((s^2)^k e^{-r^2}\) gives

\[
(r^2)^k e^{-r^2} < (s^2)^k e^{-s^2}.
\]

These are the squares of the two profile values. Both values are non-negative, so the inequality holds for the values themselves.

The Lean proof takes the same route. `hlt` is \(u < e^{u-1}\), `hp` is its \(k\)-th power, `e1` computes the squares, and `lt_of_pow_lt_pow_left₀` removes them. No derivative is taken, and the comparison covers every radius at once.

```lean
/-- Among radii `t ≥ 0`, the profile `t^k exp(-t²/2)` is maximal at `r` exactly when
`r² = k`. -/
theorem profile_max_iff (k : ℕ) {r : ℝ} (hr : 0 ≤ r) :
    (∀ t : ℝ, 0 ≤ t → t ^ k * Real.exp (-t ^ 2 / 2) ≤ r ^ k * Real.exp (-r ^ 2 / 2))
      ↔ r ^ 2 = k := by
  constructor
  · intro h
    by_contra hne
    have hs : Real.sqrt k ^ 2 = k := Real.sq_sqrt (Nat.cast_nonneg k)
    have hrs : r ≠ Real.sqrt k := fun e => hne (by rw [e, hs])
    exact not_lt_of_ge (h _ (Real.sqrt_nonneg _))
      (profile_lt k hr (Real.sqrt_nonneg _) hs hrs)
  · intro h t ht
    by_cases e : t = r
    · rw [e]
    · exact (profile_lt k ht hr h e).le
```

The symbol `∀` means "for all" and `↔` means "exactly when". A radius \(r \ge 0\) maximises \(t^k e^{-t^2/2}\) over all \(t \ge 0\) exactly when \(r^2 = k\).

For the forward direction, suppose that \(r\) is a maximiser but \(r^2 \ne k\). Then \(r \ne \sqrt k\), and the previous theorem makes the value at \(\sqrt k\) strictly larger, a contradiction. Conversely, if \(r^2 = k\), any other \(t\) gives a strictly smaller value, and \(t = r\) gives equality.

## Where the density and the radial probability peak

```lean
/-- The density of the orbital `m` is maximal over the plane at `z` exactly when
`|z|² = 2m`. -/
theorem density_max_iff (m : ℕ) (z : ℂ) :
    (∀ w : ℂ, density m w ≤ density m z) ↔ ‖z‖ ^ 2 = 2 * (m : ℝ) := by
  have h := profile_max_iff (2 * m) (norm_nonneg z)
  push_cast at h
  rw [← h]
  simp only [density_eq]
  constructor
  · intro H t ht
    have := H (t : ℂ)
    rwa [Complex.norm_real, Real.norm_of_nonneg ht] at this
  · intro H w
    exact H ‖w‖ (norm_nonneg w)
```

Put \(k = 2m\). The density depends only on \(|z|\), and each radius \(t \ge 0\) is reached at the point \(t\) on the real axis, so maximising over the plane is the same as maximising over radii. For \(m \ge 1\) the maximisers form the circle of radius \(\sqrt{2m}\); for \(m = 0\) the only one is the origin.

```lean
/-- The radial probability, `r` times the density at radius `r`, is maximal over `r ≥ 0`
exactly when `r² = 2m + 1`. -/
theorem radial_probability_max_iff (m : ℕ) {r : ℝ} (hr : 0 ≤ r) :
    (∀ t : ℝ, 0 ≤ t → t * density m (t : ℂ) ≤ r * density m (r : ℂ))
      ↔ r ^ 2 = 2 * (m : ℝ) + 1 := by
  have e : ∀ t : ℝ, 0 ≤ t →
      t * density m (t : ℂ) = t ^ (2 * m + 1) * Real.exp (-t ^ 2 / 2) := by
    intro t ht
    rw [density_eq, Complex.norm_real, Real.norm_of_nonneg ht, pow_succ]
    ring
  have h := profile_max_iff (2 * m + 1) hr
  push_cast at h
  rw [← h]
  constructor
  · intro H t ht
    rw [← e t ht, ← e r hr]
    exact H t ht
  · intro H t ht
    rw [e t ht, e r hr]
    exact H t ht

end

end LowestLandauOrbitals
```

The probability of finding the electron between \(r\) and \(r + dr\) carries the extra factor \(r\) from the area element. With normalisation, its density in \(r\) is

\[
\frac{r^{2m+1} e^{-r^2/2}}{2^m\, m!} .
\]

The theorem omits the constant, which doesn't move the peak. The helper `e` rewrites the product as the profile with \(k = 2m+1\), so the maximum is at \(r^2 = 2m+1\).

As \(m\) grows, the radii \(\sqrt{2m}\), \(\sqrt{2m+1}\) and \(\sqrt{2m+2}\) draw together, since the outer two differ by \(2/(\sqrt{2m+2}+\sqrt{2m})\).

For non-interacting electrons in a uniform field on an infinite plane, the circles of maximal density for \(m\) and \(m+1\) differ in area by \(2\pi\) squared magnetic lengths. That is the area threaded by one flux quantum \(h/e\), in line with the usual count of one lowest-level state per flux quantum for each spin.

```lean
#print axioms LowestLandauOrbitals.radial_integral
#print axioms LowestLandauOrbitals.meanSquareRadius_eq
#print axioms LowestLandauOrbitals.density_max_iff
#print axioms LowestLandauOrbitals.radial_probability_max_iff
```

```
'LowestLandauOrbitals.radial_integral' depends on axioms: [propext, Classical.choice, Quot.sound]
'LowestLandauOrbitals.meanSquareRadius_eq' depends on axioms: [propext, Classical.choice, Quot.sound]
'LowestLandauOrbitals.density_max_iff' depends on axioms: [propext, Classical.choice, Quot.sound]
'LowestLandauOrbitals.radial_probability_max_iff' depends on axioms: [propext, Classical.choice, Quot.sound]
```
